# The exponential of a single-excitation operator maps a Slater determinant to a Slater determinant

Q: Take two fermionic modes, 0 occupied and 1 empty, with annihilators $a_0,a_1$ and a vacuum $\Omega$ that both annihilate. Let $T=t\,a_1^\dagger a_0$ for a complex number $t$. Then

$$T a_0^\dagger\Omega=t\,a_1^\dagger(1-a_0^\dagger a_0)\Omega=t\,a_1^\dagger\Omega,\qquad T^2=0,$$

so $e^T a_0^\dagger\Omega=(a_0^\dagger+t\,a_1^\dagger)\Omega$. The electron has changed orbital. With many electrons, though, the series contains double and higher excitations. Why should the result still be one determinant?

A: Because $e^T$ can be carried through the creators one at a time, and each is changed just as in your example. Let $O$ be a set of modes and

$$T=\sum_{i\in O}\sum_{c\notin O}t_{ci}\,a_c^\dagger a_i .$$

For any list $i_1,\dots,i_N$ from $O$, the claim is

$$e^T a_{i_1}^\dagger\cdots a_{i_N}^\dagger\Omega=\prod_k\Big(a_{i_k}^\dagger+\sum_{c\notin O}t_{c i_k}a_c^\dagger\Big)\Omega ,$$

with the product in list order. The higher excitations are what you get by multiplying out the right side.

Q: What are the operators in the formal version?

A: Complex square matrices. The finite type `ι` labels modes, and `n` labels basis vectors of the state space.

In Lean 4 with Mathlib:

```lean
import Mathlib

open Matrix

namespace ThoulessTheorem

noncomputable section

-- A matrix norm, used only to sum the exponential series.
attribute [local instance] Matrix.linftyOpNormedRing Matrix.linftyOpNormedAlgebra

variable {ι n : Type*} [Fintype ι] [DecidableEq ι] [Fintype n] [DecidableEq n]
```

The anticommutation relations are a hypothesis on the matrices, expressing Fermi statistics in an orthonormal set of modes. The creator is the conjugate transpose `(a p)ᴴ`, so it is the true adjoint.

```lean
/-- The canonical anticommutation relations for annihilation matrices `a p`, whose
conjugate transposes are the creation matrices. -/
structure IsCAR (a : ι → Matrix n n ℂ) : Prop where
  anti : ∀ i j, a i * a j + a j * a i = 0
  mixed : ∀ i j, a i * (a j)ᴴ + (a j)ᴴ * a i = if i = j then 1 else 0
```

Q: And $T$? I would have let $c$ run over all modes.

A: Then the formula fails. For $T=t\,a_0^\dagger a_0$ you get $e^Ta_0^\dagger\Omega=e^t a_0^\dagger\Omega$, not $(1+t)a_0^\dagger\Omega$. The complement `Oᶜ` in the definition prevents this.

```lean
/-- The single-excitation operator `T = ∑ t c i a_c† a_i`, with `i` in the occupied set `O`
and `c` outside it. -/
def excitation (a : ι → Matrix n n ℂ) (O : Finset ι) (t : ι → ι → ℂ) : Matrix n n ℂ :=
  ∑ i ∈ O, ∑ c ∈ Oᶜ, t c i • ((a c)ᴴ * a i)
```

Q: Where is the determinant? I see only products of operators.

A: It is the second-quantised one. An orbital is a coefficient function $\varphi$ on the modes, with creator $\sum_p\varphi_p a_p^\dagger$.

```lean
/-- The operator creating a particle in the orbital with coefficients `φ`. -/
def creator (a : ι → Matrix n n ℂ) (φ : ι → ℂ) : Matrix n n ℂ := ∑ p, φ p • (a p)ᴴ
```

A determinant is an ordered product of such creators acting on $\Omega$, without a normalising factor.

```lean
/-- The ordered product of the creators of the listed orbitals, applied to `Ω`. -/
def slater (a : ι → Matrix n n ℂ) (Ω : n → ℂ) (φs : List (ι → ℂ)) : n → ℂ :=
  (φs.map (creator a)).prod *ᵥ Ω
```

The new orbital $\varphi_i$ has coefficient 1 on mode $i$, $t_{ci}$ on each $c\notin O$, and 0 elsewhere.

```lean
/-- The orbital `i` with the admixture `t c i` of every mode `c` outside `O`. -/
def orbital (O : Finset ι) (t : ι → ι → ℂ) (i : ι) : ι → ℂ :=
  fun p => (if p = i then 1 else 0) + (if p ∈ Oᶜ then t p i else 0)
```

Q: Now show me how the exponential passes a creator.

A: Suppose $TX=XT+Y$ and $TY=YT$. Then for $k\ge0$

$$T^{k+1}X=XT^{k+1}+(k+1)\,YT^k .$$

The case $k=0$ is the assumption. Multiplying by $T$ from the left gives $(XT+Y)T^{k+1}+(k+1)YT^{k+1}$, which is the next case. Divide by $(k+1)!$ and sum over $k$:

$$(e^T-1)X=X(e^T-1)+Y e^T,\qquad\text{so}\qquad e^TX=(X+Y)e^T .$$

In the code, `hp` is the power identity and `hterm` its version divided by the factorial. Uniqueness of the limit then equates the two sums.

```lean
/-- If the commutator `Y` of `T` with `X` commutes with `T`, then moving `exp T` to the right
through `X` turns `X` into `X + Y`. -/
theorem exp_mul_shift (T X Y : Matrix n n ℂ) (h : T * X = X * T + Y) (hY : T * Y = Y * T) :
    NormedSpace.exp T * X = (X + Y) * NormedSpace.exp T := by
  have hp : ∀ k : ℕ, T ^ (k + 1) * X
      = X * T ^ (k + 1) + ((k + 1 : ℕ) : ℂ) • (Y * T ^ k) := by
    intro k
    induction k with
    | zero => simp [h]
    | succ k ih =>
      rw [pow_succ' T (k + 1), mul_assoc, ih, mul_add, ← mul_assoc T X, h, mul_smul_comm,
        ← mul_assoc T Y, hY, mul_assoc Y T, ← pow_succ' T k, add_mul, mul_assoc X]
      push_cast
      module
  have hE : HasSum (fun k : ℕ => ((k.factorial : ℂ)⁻¹) • T ^ k) (NormedSpace.exp T) :=
    NormedSpace.exp_series_hasSum_exp' T
  have hS := (hasSum_nat_add_iff' 1).mpr hE
  -- compare the two series term by term
  have hterm : ∀ k : ℕ, (((k + 1).factorial : ℂ)⁻¹ • T ^ (k + 1)) * X
      = X * (((k + 1).factorial : ℂ)⁻¹ • T ^ (k + 1)) + Y * ((k.factorial : ℂ)⁻¹ • T ^ k) := by
    intro k
    have h1 : ((k + 1 : ℕ) : ℂ) ≠ 0 := Nat.cast_ne_zero.mpr (Nat.succ_ne_zero k)
    have hs : ((k + 1).factorial : ℂ)⁻¹ * ((k + 1 : ℕ) : ℂ) = (k.factorial : ℂ)⁻¹ := by
      rw [Nat.factorial_succ, Nat.cast_mul, mul_inv, mul_right_comm, inv_mul_cancel₀ h1, one_mul]
    rw [smul_mul_assoc, hp, smul_add, smul_smul, hs, mul_smul_comm, mul_smul_comm]
  have hL := hS.mul_right X
  simp only [hterm] at hL
  have key := hL.unique ((hS.mul_left X).add (hE.mul_left Y))
  simp only [Finset.sum_range_one, Nat.factorial_zero, Nat.cast_one, inv_one, pow_zero,
    one_smul, sub_mul, mul_sub, one_mul, mul_one] at key
  rw [add_mul]
  linear_combination (norm := abel) key
```

At the far right the exponential meets the vacuum. If $Tv=0$, every term of the series beyond the first kills $v$, so $e^Tv=v$. The proof puts $v$ into every column of a square matrix, so that the matrix series can be applied to it.

```lean
/-- If `T` annihilates a state, then `exp T` leaves that state unchanged. -/
theorem exp_mulVec_of_kills (T : Matrix n n ℂ) (v : n → ℂ) (h : T *ᵥ v = 0) :
    NormedSpace.exp T *ᵥ v = v := by
  -- put `v` in every column of a square matrix
  let M : Matrix n n ℂ := Matrix.of fun i _ => v i
  have hM : T * M = 0 := by
    ext i j
    exact congrFun h i
  have hE : HasSum (fun k : ℕ => ((k.factorial : ℂ)⁻¹) • T ^ k) (NormedSpace.exp T) :=
    NormedSpace.exp_series_hasSum_exp' T
  have h0 := hasSum_single (f := fun k : ℕ => (((k.factorial : ℂ)⁻¹) • T ^ k) * M) 0 (by
    intro k hk
    obtain ⟨m, rfl⟩ := Nat.exists_eq_succ_of_ne_zero hk
    simp only [Nat.succ_eq_add_one]
    rw [smul_mul_assoc, pow_succ, mul_assoc, hM, mul_zero, smul_zero])
  have key := (hE.mul_right M).unique h0
  simp only [Nat.factorial_zero, Nat.cast_one, inv_one, pow_zero, one_smul, one_mul] at key
  ext i
  exact congrFun (congrFun key i) i
```

Q: What is $Y$ for a fermionic creator?

A: Use the mixed relation, then $a_c^\dagger a_j^\dagger=-a_j^\dagger a_c^\dagger$:

$$a_c^\dagger a_i a_j^\dagger=a_c^\dagger(\delta_{ij}-a_j^\dagger a_i)=a_j^\dagger a_c^\dagger a_i+\delta_{ij}a_c^\dagger .$$

```lean
omit [Fintype ι] in
/-- For CAR matrices, moving `a_c† a_i` to the right through `a_j†` leaves the extra term `a_c†`
when `i = j`, and no extra term otherwise. -/
theorem pair_mul_creation {a : ι → Matrix n n ℂ} (h : IsCAR a) (c i j : ι) :
    (a c)ᴴ * a i * (a j)ᴴ = (a j)ᴴ * ((a c)ᴴ * a i) + if i = j then (a c)ᴴ else 0 := by
  have h1 := h.mixed i j
  have h2 : (a c)ᴴ * (a j)ᴴ + (a j)ᴴ * (a c)ᴴ = 0 := by
    have := congrArg Matrix.conjTranspose (h.anti j c)
    simpa only [Matrix.conjTranspose_add, Matrix.conjTranspose_mul,
      Matrix.conjTranspose_zero] using this
  split_ifs at h1 ⊢ <;>
    linear_combination (norm := noncomm_ring) (a c)ᴴ * h1 - h2 * a i
```

Summing with the amplitudes gives

$$[T,a_j^\dagger]=\sum_{c\notin O}t_{cj}a_c^\dagger\quad(j\in O),\qquad [T,a_j^\dagger]=0\quad(j\notin O).$$

The first formula supplies $Y$. The second shows that $T$ commutes with $Y$, which contains only creators outside $O$. In the proof, `comm` is the commutator for a general mode, and it is used once for each purpose.

```lean
/-- For CAR matrices and a mode `j` in `O`, moving `exp T` to the right through `a_j†` adds to it
the admixture `∑ t c j a_c†` of the modes outside `O`. -/
theorem exp_mul_creation {a : ι → Matrix n n ℂ} (h : IsCAR a) (O : Finset ι)
    (t : ι → ι → ℂ) {j : ι} (hj : j ∈ O) :
    NormedSpace.exp (excitation a O t) * (a j)ᴴ
      = ((a j)ᴴ + ∑ c ∈ Oᶜ, t c j • (a c)ᴴ) * NormedSpace.exp (excitation a O t) := by
  have comm : ∀ k, excitation a O t * (a k)ᴴ = (a k)ᴴ * excitation a O t
      + ∑ i ∈ O, ∑ c ∈ Oᶜ, t c i • (if i = k then (a c)ᴴ else 0) := by
    intro k
    simp only [excitation, Finset.sum_mul, Finset.mul_sum, smul_mul_assoc, mul_smul_comm,
      pair_mul_creation h, smul_add, Finset.sum_add_distrib]
  apply exp_mul_shift
  · rw [comm j, Finset.sum_eq_single_of_mem j hj]
    · simp only [if_true]
    · intro i _ hi
      simp only [if_neg hi, smul_zero, Finset.sum_const_zero]
  · -- creators outside `O` commute with `T`
    rw [Finset.mul_sum, Finset.sum_mul]
    refine Finset.sum_congr rfl fun c hc => ?_
    rw [mul_smul_comm, smul_mul_assoc, comm c, Finset.sum_eq_zero, add_zero]
    intro i hi
    have hic : i ≠ c := fun e => Finset.mem_compl.mp hc (e ▸ hi)
    simp only [if_neg hic, smul_zero, Finset.sum_const_zero]
```

Q: So the rest is repetition?

A: Yes, by induction on the list: each step moves $e^T$ past one creator. Every term of $T$ has an annihilator on the right, so $T\Omega=0$ and $e^T\Omega=\Omega$. In the code these are `hprod` and `hT`.

```lean
/-- Thouless' theorem: for CAR matrices, a state `Ω` annihilated by all `a p`, and a list of
modes from `O`, `exp T` replaces each `a_i†` in the product by `a_i† + ∑ t c i a_c†`. -/
theorem thouless {a : ι → Matrix n n ℂ} (h : IsCAR a) {Ω : n → ℂ} (hΩ : ∀ p, a p *ᵥ Ω = 0)
    (O : Finset ι) (t : ι → ι → ℂ) (l : List ι) (hl : ∀ i ∈ l, i ∈ O) :
    NormedSpace.exp (excitation a O t) *ᵥ ((l.map fun i => (a i)ᴴ).prod *ᵥ Ω)
      = (l.map fun i => (a i)ᴴ + ∑ c ∈ Oᶜ, t c i • (a c)ᴴ).prod *ᵥ Ω := by
  have hT : excitation a O t *ᵥ Ω = 0 := by
    refine Finset.sum_induction _ (fun A : Matrix n n ℂ => A *ᵥ Ω = 0)
      (fun A B hA hB => by rw [Matrix.add_mulVec, hA, hB, add_zero]) (Matrix.zero_mulVec Ω) ?_
    intro i _
    refine Finset.sum_induction _ (fun A : Matrix n n ℂ => A *ᵥ Ω = 0)
      (fun A B hA hB => by rw [Matrix.add_mulVec, hA, hB, add_zero]) (Matrix.zero_mulVec Ω) ?_
    intro c _
    rw [Matrix.smul_mulVec, ← Matrix.mulVec_mulVec, hΩ i, Matrix.mulVec_zero, smul_zero]
  -- carry the exponential through the product, one creator at a time
  have hprod : NormedSpace.exp (excitation a O t) * (l.map fun i => (a i)ᴴ).prod
      = (l.map fun i => (a i)ᴴ + ∑ c ∈ Oᶜ, t c i • (a c)ᴴ).prod
        * NormedSpace.exp (excitation a O t) := by
    induction l with
    | nil => simp only [List.map_nil, List.prod_nil, mul_one, one_mul]
    | cons i l ih =>
      simp only [List.map_cons, List.prod_cons]
      rw [← mul_assoc, exp_mul_creation h O t (hl i List.mem_cons_self), mul_assoc,
        ih fun k hk => hl k (List.mem_cons_of_mem i hk), ← mul_assoc]
  rw [Matrix.mulVec_mulVec, hprod, ← Matrix.mulVec_mulVec, exp_mulVec_of_kills _ _ hT]
```

Q: The hypotheses say only that the listed modes lie in $O$. What if one is repeated, or some are missing?

A: The identity holds in both cases. With a repetition both sides vanish, by Pauli exclusion. The empty list gives $e^T\Omega=\Omega$. Nor need $\Omega$ be normalised, or even non-zero.

Q: Could the new orbitals collapse onto each other?

A: No. If $\sum_{i\in O}g_i\varphi_i=0$, the component on $j\in O$ reads $g_j=0$, because $\varphi_i(j)=\delta_{ij}$ there. The next theorem states this independence together with the identity, now written with `slater`; `Pi.single i 1` is the orbital that consists of mode $i$ alone.

```lean
/-- For CAR matrices, `Ω` annihilated by all `a p`, and a list of modes from `O`, `exp T` maps
the determinant of these modes to that of the orbitals `orbital O t i`; over `i` in `O` these
orbitals are linearly independent. -/
theorem determinant_to_determinant {a : ι → Matrix n n ℂ} (h : IsCAR a) {Ω : n → ℂ}
    (hΩ : ∀ p, a p *ᵥ Ω = 0) (O : Finset ι) (t : ι → ι → ℂ) (l : List ι)
    (hl : ∀ i ∈ l, i ∈ O) :
    NormedSpace.exp (excitation a O t) *ᵥ slater a Ω (l.map fun i => Pi.single i 1)
        = slater a Ω (l.map (orbital O t))
      ∧ LinearIndependent ℂ (fun i : O => orbital O t i) := by
  constructor
  · have h1 : ∀ i, creator a (Pi.single i 1) = (a i)ᴴ := by
      intro i
      simp [creator, Pi.single_apply]
    have h2 : ∀ i, creator a (orbital O t i) = (a i)ᴴ + ∑ c ∈ Oᶜ, t c i • (a c)ᴴ := by
      intro i
      simp only [creator, orbital, add_smul, ite_smul, one_smul, zero_smul,
        Finset.sum_add_distrib, Finset.sum_ite_eq', Finset.sum_ite_mem, Finset.univ_inter,
        Finset.mem_univ, if_true]
    simp only [slater, List.map_map, Function.comp_def, h1, h2]
    exact thouless h hΩ O t l hl
  · -- the component along an occupied mode isolates one coefficient
    rw [Fintype.linearIndependent_iff]
    intro g hg j
    have hj := congrFun hg j.1
    simpa [orbital, Finset.sum_apply, Subtype.val_inj] using hj
```

Q: Does this let me reach any determinant that overlaps with the reference?

A: That converse is often quoted under Thouless' name, but it is not proved here: the theorems start from amplitudes and arrive at a determinant. For coupled-cluster theory with finitely many modes, the direction shown means that a singles-only exponential acting on a reference determinant changes its orbitals and adds no correlation.

Q: $e^T$ isn't unitary. What happens to the norm?

A: It generally changes, but the overlap with the reference $\Phi=a_{i_1}^\dagger\cdots a_{i_N}^\dagger\Omega$ does not. For $c\notin O$, $a_c$ anticommutes past every creator in $\Phi$ and annihilates $\Omega$, so $a_c\Phi=0$. Each term of $T^\dagger=\sum_{i\in O}\sum_{c\notin O}\overline{t_{ci}}\,a_i^\dagger a_c$ therefore kills $\Phi$, and

$$\langle\Phi|e^T\Phi\rangle=\langle e^{T^\dagger}\Phi|\Phi\rangle=\langle\Phi|\Phi\rangle .$$

The steps `hempty` and `hT` are these two annihilation statements. The inner product is written `star Φ ⬝ᵥ`, conjugate-linear on the left.

```lean
/-- Intermediate normalization: for CAR matrices, `Ω` annihilated by all `a p`, and a list of
modes from `O`, the overlap of the determinant `Φ` with `exp T Φ` equals that of `Φ` with
itself. -/
theorem intermediate_normalization {a : ι → Matrix n n ℂ} (h : IsCAR a) {Ω : n → ℂ}
    (hΩ : ∀ p, a p *ᵥ Ω = 0) (O : Finset ι) (t : ι → ι → ℂ) (l : List ι)
    (hl : ∀ i ∈ l, i ∈ O) (Φ : n → ℂ) (hΦ : Φ = (l.map fun i => (a i)ᴴ).prod *ᵥ Ω) :
    star Φ ⬝ᵥ (NormedSpace.exp (excitation a O t) *ᵥ Φ) = star Φ ⬝ᵥ Φ := by
  -- modes outside `O` are empty in `Φ`
  have hempty : ∀ c ∈ Oᶜ, a c *ᵥ Φ = 0 := by
    intro c hc
    subst hΦ
    induction l with
    | nil => simpa using hΩ c
    | cons i l ih =>
      have hci : c ≠ i := fun e => Finset.mem_compl.mp hc (e ▸ hl i List.mem_cons_self)
      have hm := h.mixed c i
      rw [if_neg hci] at hm
      rw [List.map_cons, List.prod_cons, ← Matrix.mulVec_mulVec, Matrix.mulVec_mulVec,
        eq_neg_of_add_eq_zero_left hm, Matrix.neg_mulVec, ← Matrix.mulVec_mulVec,
        ih fun k hk => hl k (List.mem_cons_of_mem i hk), Matrix.mulVec_zero, neg_zero]
  have hT : (excitation a O t)ᴴ *ᵥ Φ = 0 := by
    simp only [excitation, Matrix.conjTranspose_sum, Matrix.conjTranspose_smul,
      Matrix.conjTranspose_mul, Matrix.conjTranspose_conjTranspose]
    refine Finset.sum_induction _ (fun A : Matrix n n ℂ => A *ᵥ Φ = 0)
      (fun A B hA hB => by rw [Matrix.add_mulVec, hA, hB, add_zero]) (Matrix.zero_mulVec Φ) ?_
    intro i _
    refine Finset.sum_induction _ (fun A : Matrix n n ℂ => A *ᵥ Φ = 0)
      (fun A B hA hB => by rw [Matrix.add_mulVec, hA, hB, add_zero]) (Matrix.zero_mulVec Φ) ?_
    intro c hc
    rw [Matrix.smul_mulVec, ← Matrix.mulVec_mulVec, hempty c hc, Matrix.mulVec_zero, smul_zero]
  have hb := congrArg star (exp_mulVec_of_kills _ _ hT)
  rw [Matrix.exp_conjTranspose, Matrix.star_mulVec, Matrix.conjTranspose_conjTranspose] at hb
  rw [Matrix.dotProduct_mulVec, hb]
```

Q: Do matrices like these exist? Give me numbers.

A: Here are your two modes in the Jordan–Wigner representation, with vacuum $(1,0,0,0)$.

```lean
/-- The Jordan–Wigner annihilation matrices of two fermionic modes. -/
def jordanWigner : Fin 2 → Matrix (Fin 4) (Fin 4) ℂ :=
  ![!![0, 0, 1, 0; 0, 0, 0, 1; 0, 0, 0, 0; 0, 0, 0, 0],
    !![0, 1, 0, 0; 0, 0, 0, 0; 0, 0, 0, -1; 0, 0, 0, 0]]
```

In this basis $a_0^\dagger\Omega=(0,0,1,0)$ and $a_1^\dagger\Omega=(0,1,0,0)$. With $O=\{0\}$ and $t_{10}=\tfrac12$,

$$e^T(0,0,1,0)=(0,\tfrac12,1,0).$$

The overlap with the reference is 1, as it should be, while the squared norm has grown to $\tfrac54$. After normalisation the overlap is $2/\sqrt5\approx0.894$, and the reference carries weight $\tfrac45$.

The last theorem confirms, entry by entry, that these matrices obey the anticommutation relations and annihilate that vacuum.

```lean
/-- The two-mode Jordan–Wigner matrices satisfy the CAR and annihilate the first basis
vector. -/
theorem jordanWigner_witness :
    IsCAR jordanWigner ∧ ∀ p, jordanWigner p *ᵥ ![1, 0, 0, 0] = 0 := by
  refine ⟨⟨?_, ?_⟩, ?_⟩
  · intro i j
    ext p q
    fin_cases i <;> fin_cases j <;> fin_cases p <;> fin_cases q <;>
      simp [jordanWigner]
  · intro i j
    ext p q
    -- expand the products before inserting the explicit matrices
    simp only [Matrix.add_apply, Matrix.mul_apply, Matrix.conjTranspose_apply,
      Fin.sum_univ_four]
    fin_cases i <;> fin_cases j <;> fin_cases p <;> fin_cases q <;>
      simp [jordanWigner]
  · intro i
    ext p
    fin_cases i <;> fin_cases p <;>
      simp [jordanWigner, Matrix.mulVec, dotProduct, Fin.sum_univ_four]

end

end ThoulessTheorem
```

```lean
#print axioms ThoulessTheorem.determinant_to_determinant
-- 'ThoulessTheorem.determinant_to_determinant' depends on axioms: [propext, Classical.choice, Quot.sound]
#print axioms ThoulessTheorem.intermediate_normalization
-- 'ThoulessTheorem.intermediate_normalization' depends on axioms: [propext, Classical.choice, Quot.sound]
```
